# Transmission through one impurity in an infinite tight-binding chain

Take an infinite chain with hopping \(t<0\) and one impurity of on-site energy \(e_0\) at site \(0\); all other sites have on-site energy zero. At the band centre, \(E=0\) and \(k=\pi/2\), let the wave \(e^{ikn}\) meet the impurity from the left, with reflected amplitude \(r\) and transmitted amplitude \(s\). Continuity gives \(r=s-1\), and the equation at the impurity becomes

\[
-e_0s=it(s-1+r)=2it(s-1),\qquad s=\frac{2it}{e_0+2it},\qquad |s|^2=\frac{4t^2}{4t^2+e_0^2}.
\]

The impurity energy competes with the coupling to the two leads. At other energies inside the band, \(4t^2\) is replaced by the square of an energy-dependent broadening.

In Lean 4 with Mathlib:

```lean
import Mathlib

open Complex

namespace ImpurityChainTransport

noncomputable section
```

## The chain and its scattering state

The lattice spacing is 1, and sites are integers \(n\). A plane wave is \(b_n=e^{ikn}\), with \(k\) real.

```lean
/-- The plane wave `exp(ikn)` on the sites `n` of an infinite chain. -/
def bloch (k : ℝ) (n : ℤ) : ℂ := Complex.exp ((k : ℂ) * (n : ℂ) * I)
```

The Hamiltonian acts on any function \(\psi:\mathbb Z\to\mathbb C\), and hopping enters with a plus sign:

\[
(H\psi)_n=t(\psi_{n+1}+\psi_{n-1})+e_0\delta_{n0}\psi_n .
\]

```lean
/-- The tight-binding Hamiltonian with hopping `t` and an impurity of energy `e0` at site `0`. -/
def hamiltonian (t e0 : ℝ) (ψ : ℤ → ℂ) (n : ℤ) : ℂ :=
  (t : ℂ) * (ψ (n + 1) + ψ (n - 1)) + if n = 0 then (e0 : ℂ) * ψ n else 0
```

The band energy is \(E=2t\cos k\).

```lean
/-- The band energy `E = 2t cos k`. -/
def energy (t k : ℝ) : ℝ := 2 * t * Real.cos k
```

The trial state is \(e^{ikn}+re^{-ikn}\) for \(n<0\) and \(se^{ikn}\) for \(n\ge0\).

```lean
/-- The wave `exp(ikn) + r exp(-ikn)` left of the impurity, and `s exp(ikn)` from it onwards. -/
def scatteringState (k : ℝ) (r s : ℂ) (n : ℤ) : ℂ :=
  if n < 0 then bloch k n + r * bloch k (-n) else s * bloch k n
```

`Solves` requires \(H\psi=E\psi\) at every site. The states are not normalisable, and no Hilbert space is used.

```lean
/-- The scattering wave with amplitudes `r` and `s` solves the Schrödinger equation at every
site of the chain. -/
def Solves (t e0 k : ℝ) (r s : ℂ) : Prop :=
  ∀ n : ℤ, hamiltonian t e0 (scatteringState k r s) n
    = (energy t k : ℂ) * scatteringState k r s n
```

## Leads as a self-energy

A semi-infinite lead has surface Green function \(e^{ik}/t\). Coupled to the impurity by \(t\), each lead contributes the self-energy \(\Sigma=t^2\,e^{ik}/t=te^{ik}\), which the code takes as a definition.

```lean
/-- The self-energy `t exp(ik)` that one lead contributes at the impurity site. -/
def selfEnergy (t k : ℝ) : ℂ := (t : ℂ) * bloch k 1
```

Its imaginary part gives the broadening \(\Gamma=-2\,\mathrm{Im}\,\Sigma\). When \(\Gamma>0\) and \(\hbar=1\), the scattering state carries a probability current \(\Gamma|s|^2\) from the impurity into the right lead.

```lean
/-- The broadening `Γ = -2 Im Σ` due to one lead. -/
def broadening (t k : ℝ) : ℝ := -2 * (selfEnergy t k).im
```

The impurity Green function is likewise defined by its closed form, \(G=(E-e_0-2\Sigma)^{-1}\), and not as an inverse of the infinite Hamiltonian.

```lean
/-- The Green function of the impurity site coupled to its two leads. -/
def green (t e0 k : ℝ) : ℂ := ((energy t k : ℂ) - e0 - 2 * selfEnergy t k)⁻¹
```

## From every site to two conditions

The values needed are \(b_0=1\), \(b_{\pm1}=\cos k\pm i\sin k\) and \(b_{m+n}=b_mb_n\).

```lean
lemma bloch_zero (k : ℝ) : bloch k 0 = 1 := by simp [bloch]

lemma bloch_one (k : ℝ) : bloch k 1 = Complex.cos k + Complex.sin k * I := by
  rw [bloch, Int.cast_one, mul_one, Complex.exp_mul_I]

lemma bloch_neg_one (k : ℝ) : bloch k (-1) = Complex.cos k - Complex.sin k * I := by
  have h : (k : ℂ) * ((-1 : ℤ) : ℂ) * I = (-(k : ℂ)) * I := by push_cast; ring
  rw [bloch, h, Complex.exp_mul_I, Complex.cos_neg, Complex.sin_neg]
  ring

lemma bloch_add (k : ℝ) (m n : ℤ) : bloch k (m + n) = bloch k m * bloch k n := by
  rw [bloch, bloch, bloch, ← Complex.exp_add]
  congr 1
  push_cast
  ring
```

Adding the two neighbours gives \(b_{n+1}+b_{n-1}=(e^{ik}+e^{-ik})b_n=2\cos k\,b_n\).

```lean
/-- Summing a plane wave over the two neighbours of a site multiplies it by `2 cos k`. -/
theorem bloch_hop (k : ℝ) (n : ℤ) :
    bloch k (n + 1) + bloch k (n - 1) = 2 * Complex.cos k * bloch k n := by
  rw [sub_eq_add_neg, bloch_add, bloch_add, bloch_one, bloch_neg_one]
  ring
```

Two lemmas select the branch of the trial state, and a third writes \(E\) as a complex number.

```lean
lemma state_left (k : ℝ) (r s : ℂ) {n : ℤ} (h : n < 0) :
    scatteringState k r s n = bloch k n + r * bloch k (-n) := if_pos h

lemma state_right (k : ℝ) (r s : ℂ) {n : ℤ} (h : 0 ≤ n) :
    scatteringState k r s n = s * bloch k n := if_neg (not_lt_of_ge h)

lemma energy_cast (t k : ℝ) : (energy t k : ℂ) = 2 * t * Complex.cos k := by
  rw [energy]; push_cast; ring
```

At site \(-1\) the Schrödinger equation reads

\[
t(s+e^{-2ik}+re^{2ik})=E(e^{-ik}+re^{ik})=t(1+e^{-2ik})+tr(e^{2ik}+1),
\]

so \(ts=t(1+r)\), and \(t\ne0\) gives \(1+r=s\). Site \(0\) gives

\[
(E-e_0)s=t(se^{ik}+e^{-ik}+re^{ik}).
\]

Conversely, continuity extends the left-hand formula to site \(0\) (`hL`). The hopping relation then settles all \(n<0\) and \(n>0\), and the second condition settles \(n=0\).

```lean
/-- The Schrödinger equation on the whole chain is equivalent to continuity at the impurity
together with the equation at the impurity site. -/
theorem solves_iff_matching {t : ℝ} (ht : t ≠ 0) (e0 k : ℝ) (r s : ℂ) :
    Solves t e0 k r s ↔ 1 + r = s ∧
      ((energy t k : ℂ) - e0) * s = t * (s * bloch k 1 + bloch k (-1) + r * bloch k 1) := by
  have site0 : hamiltonian t e0 (scatteringState k r s) 0
      = t * (s * bloch k 1 + (bloch k (-1) + r * bloch k 1)) + e0 * s := by
    rw [hamiltonian, if_pos rfl, zero_add, zero_sub,
      state_right k r s (show (0 : ℤ) ≤ 1 by norm_num),
      state_left k r s (show (-1 : ℤ) < 0 by norm_num),
      state_right k r s (le_refl (0 : ℤ)), bloch_zero, neg_neg, mul_one]
  have val0 : scatteringState k r s 0 = s := by
    rw [state_right k r s (le_refl (0 : ℤ)), bloch_zero, mul_one]
  constructor
  · intro h
    constructor
    · -- the equation at site -1 forces continuity
      have h1 := h (-1)
      rw [hamiltonian, if_neg (show ¬((-1 : ℤ) = 0) by norm_num),
        show (-1 : ℤ) + 1 = 0 by norm_num, show (-1 : ℤ) - 1 = -2 by norm_num, val0,
        state_left k r s (show (-2 : ℤ) < 0 by norm_num),
        state_left k r s (show (-1 : ℤ) < 0 by norm_num), energy_cast,
        show -(-2 : ℤ) = 2 by norm_num, show -(-1 : ℤ) = 1 by norm_num] at h1
      have d1 := bloch_hop k (-1)
      rw [show (-1 : ℤ) + 1 = 0 by norm_num, show (-1 : ℤ) - 1 = -2 by norm_num,
        bloch_zero] at d1
      have d2 := bloch_hop k 1
      rw [show (1 : ℤ) + 1 = 2 by norm_num, show (1 : ℤ) - 1 = 0 by norm_num,
        bloch_zero] at d2
      have ht' : (t : ℂ) ≠ 0 := by exact_mod_cast ht
      apply mul_left_cancel₀ ht'
      linear_combination (t : ℂ) * d1 + t * r * d2 - h1
    · have h0 := h 0
      rw [site0, val0] at h0
      linear_combination -h0
  · rintro ⟨h1, h2⟩ n
    -- by continuity the left-hand form also holds at the impurity
    have hL : ∀ m : ℤ, m ≤ 0 →
        scatteringState k r s m = bloch k m + r * bloch k (-m) := by
      intro m hm
      rcases lt_or_eq_of_le hm with hm | hm
      · exact state_left k r s hm
      · rw [hm, val0, neg_zero, bloch_zero, ← h1]; ring
    rcases lt_trichotomy n 0 with hn | hn | hn
    · rw [hamiltonian, if_neg (ne_of_lt hn), hL (n + 1) (by omega), hL (n - 1) (by omega),
        hL n (by omega), energy_cast, show -(n + 1) = -n - 1 by ring,
        show -(n - 1) = -n + 1 by ring]
      linear_combination (t : ℂ) * bloch_hop k n + t * r * bloch_hop k (-n)
    · rw [hn, site0, val0]
      linear_combination -h2
    · rw [hamiltonian, if_neg (ne_of_gt hn),
        state_right k r s (show 0 ≤ n + 1 by omega),
        state_right k r s (show 0 ≤ n - 1 by omega), state_right k r s hn.le, energy_cast]
      linear_combination (t : ℂ) * s * bloch_hop k n
```

## The Fisher-Lee amplitudes

Since \(\Sigma=t\cos k+it\sin k\), the broadening is \(\Gamma=-2t\sin k\).

```lean
lemma broadening_eq (t k : ℝ) : broadening t k = -2 * (t * Real.sin k) := by
  have h : selfEnergy t k = ((t * Real.cos k : ℝ) : ℂ) + ((t * Real.sin k : ℝ) : ℂ) * I := by
    rw [selfEnergy, bloch_one]; push_cast; ring
  rw [broadening, h]
  simp only [Complex.add_im, Complex.mul_im, Complex.ofReal_im, Complex.ofReal_re,
    Complex.I_re, Complex.I_im]
  ring
```

The real part of \(2\Sigma\) cancels \(E\), leaving \(E-e_0-2\Sigma=-e_0+i\Gamma\).

```lean
lemma green_denominator (t e0 k : ℝ) :
    (energy t k : ℂ) - e0 - 2 * selfEnergy t k = -(e0 : ℂ) + broadening t k * I := by
  rw [broadening_eq, selfEnergy, bloch_one, energy_cast]
  push_cast
  ring
```

If \(t\sin k\ne0\), the imaginary part is nonzero, so the denominator cannot vanish. This hypothesis excludes the band edges, where the wave carries no current.

```lean
lemma denominator_ne_zero {t k : ℝ} (h : t * Real.sin k ≠ 0) (e0 : ℝ) :
    -(e0 : ℂ) + broadening t k * I ≠ 0 := by
  intro h0
  have him := congrArg Complex.im h0
  have hb : broadening t k = 0 := by simpa using him
  rw [broadening_eq] at hb
  exact h (by linarith)
```

Substituting \(r=s-1\) in the impurity equation gives

\[
(E-e_0-2te^{ik})s=t(e^{-ik}-e^{ik})=i\Gamma,
\]

hence \(s=i\Gamma G\) and \(r=i\Gamma G-1\). The steps reverse, so within this trial form a solution exists and its amplitudes are unique.

The group velocity is \(dE/dk=\Gamma\). For \(\Gamma>0\) the wave arrives from the left and \(G\) is retarded; for \(\Gamma<0\) the state is the time-reversed one and \(G\) is advanced. The theorem covers both signs; like the theorems below, it assumes \(t\sin k\ne0\).

```lean
/-- Fisher-Lee relation for the impurity: the scattering wave solves the chain exactly when
`s = iΓG` and `r = iΓG - 1`. -/
theorem fisher_lee {t k : ℝ} (h : t * Real.sin k ≠ 0) (e0 : ℝ) (r s : ℂ) :
    Solves t e0 k r s ↔
      s = I * broadening t k * green t e0 k ∧ r = I * broadening t k * green t e0 k - 1 := by
  have hD := denominator_ne_zero h e0
  rw [solves_iff_matching (left_ne_zero_of_mul h), green, green_denominator,
    bloch_one, bloch_neg_one, energy_cast]
  have hb : (broadening t k : ℂ) = -2 * (t * Complex.sin k) := by
    rw [broadening_eq]; push_cast; ring
  constructor
  · rintro ⟨h1, h2⟩
    have hs : s = I * broadening t k * (-(e0 : ℂ) + broadening t k * I)⁻¹ := by
      rw [eq_mul_inv_iff_mul_eq₀ hD, hb]
      linear_combination h2 + t * (Complex.cos k + Complex.sin k * I) * h1
    exact ⟨hs, by rw [← hs]; linear_combination h1⟩
  · rintro ⟨hs, hr⟩
    have h1 : 1 + r = s := by rw [hr, hs]; ring
    rw [eq_mul_inv_iff_mul_eq₀ hD, hb] at hs
    exact ⟨h1, by linear_combination hs - t * (Complex.cos k + Complex.sin k * I) * h1⟩
```

## Transmission and reflection

Taking the modulus squared gives \(|s|^2=\Gamma|G|^2\Gamma\), the scalar, one-site case of Caroli's trace over matrices.

```lean
/-- Caroli formula for the impurity: the transmission probability is `Γ |G|² Γ`. -/
theorem caroli {t k e0 : ℝ} {r s : ℂ} (h : t * Real.sin k ≠ 0) (hψ : Solves t e0 k r s) :
    ‖s‖ ^ 2 = broadening t k * ‖green t e0 k‖ ^ 2 * broadening t k := by
  rw [((fisher_lee h e0 r s).1 hψ).1, norm_mul, norm_mul, Complex.norm_I, one_mul,
    Complex.norm_real, Real.norm_eq_abs, mul_pow, sq_abs]
  ring
```

The denominator gives \(|G|^2=1/(\Gamma^2+e_0^2)\).

```lean
lemma green_norm_sq (t e0 k : ℝ) :
    ‖green t e0 k‖ ^ 2 = (broadening t k ^ 2 + e0 ^ 2)⁻¹ := by
  rw [green, green_denominator, norm_inv, inv_pow, Complex.sq_norm, Complex.normSq_apply]
  congr 1
  simp
  ring
```

The energy fixes the square of the broadening: \(4t^2-E^2=4t^2\sin^2k=\Gamma^2\).

```lean
lemma band_identity (t k : ℝ) : 4 * t ^ 2 - energy t k ^ 2 = broadening t k ^ 2 := by
  rw [broadening_eq, energy]
  linear_combination (-4 * t ^ 2) * Real.sin_sq_add_cos_sq k
```

This square is strictly positive inside the band.

```lean
lemma broadening_sq_pos {t k : ℝ} (h : t * Real.sin k ≠ 0) : 0 < broadening t k ^ 2 := by
  rw [broadening_eq]
  have hpos := mul_self_pos.2 h
  nlinarith
```

Therefore

\[
|s|^2=\frac{4t^2-E^2}{4t^2-E^2+e_0^2}.
\]

Writing \(1=(-e_0+i\Gamma)G\) turns \(r=i\Gamma G-1\) into \(r=e_0G\), so

\[
|r|^2+|s|^2=\frac{e_0^2+\Gamma^2}{\Gamma^2+e_0^2}=1 .
\]

The proof follows this route through `hr` and `hr2`. For a non-interacting chain with a single impurity, the formula gives a reference value for a numerical Green-function transport calculation.

```lean
/-- Transmission probability of a single impurity as a function of energy, and conservation of
probability between the reflected and transmitted waves. -/
theorem impurity_transmission {t k e0 : ℝ} {r s : ℂ} (h : t * Real.sin k ≠ 0)
    (hψ : Solves t e0 k r s) :
    ‖s‖ ^ 2 = (4 * t ^ 2 - energy t k ^ 2) / (4 * t ^ 2 - energy t k ^ 2 + e0 ^ 2) ∧
      ‖r‖ ^ 2 + ‖s‖ ^ 2 = 1 := by
  have hp := broadening_sq_pos h
  have hne : broadening t k ^ 2 + e0 ^ 2 ≠ 0 := by positivity
  have hs := caroli h hψ
  rw [green_norm_sq] at hs
  -- the reflected amplitude is the impurity energy times the Green function
  have hr : r = e0 * green t e0 k := by
    have hG : (-(e0 : ℂ) + broadening t k * I) * green t e0 k = 1 := by
      rw [green, green_denominator]
      exact mul_inv_cancel₀ (denominator_ne_zero h e0)
    rw [((fisher_lee h e0 r s).1 hψ).2]
    linear_combination hG
  have hr2 : ‖r‖ ^ 2 = e0 ^ 2 * (broadening t k ^ 2 + e0 ^ 2)⁻¹ := by
    rw [hr, norm_mul, mul_pow, green_norm_sq, Complex.norm_real, Real.norm_eq_abs, sq_abs]
  constructor
  · rw [band_identity, hs, div_eq_mul_inv]
    ring
  · rw [hr2, hs]
    linear_combination mul_inv_cancel₀ hne
```

Finally, \(\Gamma\ne0\) inside the band, so \(\Gamma^2/(\Gamma^2+e_0^2)=1\) holds exactly when \(e_0=0\), that is, when the impurity has the same on-site energy as the rest of the chain.

```lean
/-- The impurity transmits perfectly exactly when its on-site energy vanishes. -/
theorem perfect_transmission_iff {t k e0 : ℝ} {r s : ℂ} (h : t * Real.sin k ≠ 0)
    (hψ : Solves t e0 k r s) : ‖s‖ ^ 2 = 1 ↔ e0 = 0 := by
  have hp := broadening_sq_pos h
  have hne : broadening t k ^ 2 + e0 ^ 2 ≠ 0 := by positivity
  rw [(impurity_transmission h hψ).1, band_identity, div_eq_one_iff_eq hne]
  constructor
  · intro h0
    exact pow_eq_zero_iff (two_ne_zero) |>.1 (by linarith)
  · intro h0
    rw [h0]; ring

end

end ImpurityChainTransport
```

```lean
#print axioms ImpurityChainTransport.impurity_transmission
-- 'ImpurityChainTransport.impurity_transmission' depends on axioms: [propext, Classical.choice, Quot.sound]
#print axioms ImpurityChainTransport.perfect_transmission_iff
-- 'ImpurityChainTransport.perfect_transmission_iff' depends on axioms: [propext, Classical.choice, Quot.sound]
```

## Starting from the matching conditions

The two matching conditions could also have served as the hypotheses in place of `Solves`. The algebra for \(r\) and \(s\) would be unchanged, but the theorem would then concern two equations, and their link to the chain would rest on a separate argument. Here `solves_iff_matching` supplies that link.
